# Stronger contacts can lower the zero-energy transmission of a bipartite molecule

## The contacted molecule

The molecule is a finite set of sites `n`, with one orbital per site and these orbitals orthonormal. Its one-electron Hamiltonian $H$ is a complex matrix. A colouring `s` assigns each site to one of two sublattices.

```lean
import Mathlib

open scoped Matrix

namespace BallisticMolecularContacts

noncomputable section

variable {n : Type*} [Fintype n] [DecidableEq n]
```

`OppositeOnly s H` says that $H_{ij}=0$ whenever $i$ and $j$ have the same colour. The case $i=j$ puts every on-site energy at zero, which fixes the origin of $E$.

```lean
/-- The matrix `H` couples only sites of opposite sublattices, the sublattice of a site
being its colour `s`. -/
def OppositeOnly (s : n → Bool) (H : Matrix n n ℂ) : Prop :=
  ∀ i j, s i = s j → H i j = 0
```

Each contact, at site $a$ or $b$, adds $-i\gamma/2$ to the self-energy $\Sigma$. The constant $\gamma$ is the level broadening by a lead, taken as independent of energy and without a level shift.

```lean
/-- The self-energy of the two contacts: `-iγ/2` on site `a` and `-iγ/2` on site `b`. -/
def contacts (γ : ℝ) (a b : n) : Matrix n n ℂ :=
  Matrix.diagonal fun i =>
    (if i = a then -(Complex.I * γ / 2) else 0) + (if i = b then -(Complex.I * γ / 2) else 0)
```

The Green function is $G(E)=(E-H-\Sigma)^{-1}$.

```lean
/-- The matrix `E - H - Σ` of the contacted molecule at energy `E`. -/
def device (H : Matrix n n ℂ) (γ : ℝ) (a b : n) (E : ℝ) : Matrix n n ℂ :=
  (E : ℂ) • (1 : Matrix n n ℂ) - H - contacts γ a b

/-- The Green function `(E - H - Σ)⁻¹`, for energies where this inverse exists. -/
def green (H : Matrix n n ℂ) (γ : ℝ) (a b : n) (E : ℝ) : Matrix n n ℂ :=
  (device H γ a b E)⁻¹
```

The transmission is defined as $T=\gamma^2|G_{ab}|^2$, not derived from a scattering problem.

```lean
/-- The transmission `γ² |G_ab|²` between the contacts at energy `E`, where the Green
function exists. -/
def transmission (H : Matrix n n ℂ) (γ : ℝ) (a b : n) (E : ℝ) : ℝ :=
  γ ^ 2 * ‖green H γ a b E a b‖ ^ 2
```

With $g=H^{-1}$, the dimensionless contact strength is $y=\gamma|g_{ab}|/2$.

```lean
/-- The dimensionless contact strength `y = γ |(H⁻¹)_ab| / 2`, for invertible `H`. -/
def contactStrength (H : Matrix n n ℂ) (γ : ℝ) (a b : n) : ℝ :=
  γ * ‖H⁻¹ a b‖ / 2
```

The main result, `transmission_eq`, is $T(0)=4y^2/(1+y^2)^2$. It needs the next three hypotheses, but neither $a\neq b$ nor a sign for $\gamma$.

## Hopping only between sublattices: `hs`

Physically, all sites have the same energy, equal to the energy $E=0$ at which the transmission is taken, and electrons hop only from one sublattice to the other. Let $S$ be diagonal with entries $\sigma_i=\pm1$ by colour. Then $SH=-HS$, and multiplying by $g$ on both sides gives $gS=-Sg$, or $g_{ij}\sigma_j=-\sigma_i g_{ij}$. For equal colours this is $2\sigma_i g_{ij}=0$, so $g_{ij}=0$. In particular $g_{aa}=g_{bb}=0$.

The proof follows these steps, with `hanti` for $H$ and `h1` for its inverse.

```lean
variable {H : Matrix n n ℂ} {s : n → Bool} {γ : ℝ} {a b : n}

/-- If an invertible `H` couples only opposite sublattices, then so does its inverse. -/
theorem inverse_oppositeOnly (hH : IsUnit H.det) (hs : OppositeOnly s H) :
    OppositeOnly s H⁻¹ := by
  intro i j hij
  obtain ⟨σ, hσ1, hσ2⟩ : ∃ σ : Bool → ℂ, σ true = 1 ∧ σ false = -1 :=
    ⟨fun c => if c then 1 else -1, by simp, by simp⟩
  obtain ⟨S, hS⟩ : ∃ S : Matrix n n ℂ, S = Matrix.diagonal fun k => σ (s k) := ⟨_, rfl⟩
  -- the sublattice sign anticommutes with the Hamiltonian
  have hanti : S * H = -(H * S) := by
    ext k l
    rw [hS, Matrix.neg_apply, Matrix.diagonal_mul, Matrix.mul_diagonal]
    by_cases h : s k = s l
    · simp [hs k l h]
    · rcases Bool.eq_false_or_eq_true (s k) with hk | hk <;>
        rcases Bool.eq_false_or_eq_true (s l) with hl | hl <;>
        simp [hk, hl, hσ1, hσ2] at h ⊢
  -- hence also with its inverse
  have h1 : H⁻¹ * S = -(S * H⁻¹) := by
    calc H⁻¹ * S = H⁻¹ * S * (H * H⁻¹) := by rw [Matrix.mul_nonsing_inv _ hH, mul_one]
      _ = H⁻¹ * (S * H) * H⁻¹ := by simp only [mul_assoc]
      _ = -((H⁻¹ * H) * S * H⁻¹) := by
        rw [hanti]
        simp only [mul_neg, neg_mul, mul_assoc]
      _ = -(S * H⁻¹) := by rw [Matrix.nonsing_inv_mul _ hH, one_mul]
  have h2 : (H⁻¹ * S) i j = (-(S * H⁻¹)) i j := by rw [h1]
  rw [hS, Matrix.neg_apply, Matrix.mul_diagonal, Matrix.diagonal_mul, ← hij] at h2
  have hne : σ (s i) ≠ 0 := by
    rcases Bool.eq_false_or_eq_true (s i) with hi | hi <;> simp [hi, hσ1, hσ2]
  have h3 : H⁻¹ i j * σ (s i) = 0 := by linear_combination h2 / 2
  exact (mul_eq_zero.mp h3).resolve_right hne
```

Without `hs` the formula can fail: two sites with energy 1, hopping 2 and $\gamma=2$ have $T(0)=4/5$, while $y=2/3$ would give $144/169$.

## No molecular level at zero energy: `hH`

`IsUnit H.det` says that the isolated molecule has no state at $E=0$. By hand, it allows $(-H-\Sigma)v=w$ to be multiplied by $g$:

$$v_i=-(gw)_i+\tfrac{i\gamma}{2}\,(g_{ia}v_a+g_{ib}v_b).$$

In `dyson`, `hc` evaluates the contact term and `hg` is $gHv=v$.

```lean
/-- Dyson equation at `E = 0` for invertible `H`: the response `v` to a source `w` is that of
the isolated molecule plus scattering at the two contact sites. -/
theorem dyson (hH : IsUnit H.det) {v w : n → ℂ} (h : device H γ a b 0 *ᵥ v = w) (i : n) :
    v i = -(H⁻¹ *ᵥ w) i + Complex.I * γ / 2 * (H⁻¹ i a * v a + H⁻¹ i b * v b) := by
  have hc : (H⁻¹ *ᵥ (contacts γ a b *ᵥ v)) i
      = -(Complex.I * γ / 2) * (H⁻¹ i a * v a + H⁻¹ i b * v b) := by
    change ∑ k, H⁻¹ i k * (contacts γ a b *ᵥ v) k = _
    simp only [contacts, Matrix.mulVec_diagonal, add_mul, mul_add, ite_mul, zero_mul, mul_ite,
      mul_zero, Finset.sum_add_distrib, Finset.sum_ite_eq', Finset.mem_univ, if_true]
    ring
  have hg : H⁻¹ *ᵥ (H *ᵥ v) = v := by
    rw [Matrix.mulVec_mulVec, Matrix.nonsing_inv_mul _ hH, Matrix.one_mulVec]
  have hv : H⁻¹ *ᵥ w = -v - H⁻¹ *ᵥ (contacts γ a b *ᵥ v) := by
    rw [← h, device, Complex.ofReal_zero, zero_smul, zero_sub, Matrix.sub_mulVec,
      Matrix.neg_mulVec, Matrix.mulVec_sub, Matrix.mulVec_neg, hg]
  have h3 := congrFun hv i
  simp only [Pi.sub_apply, Pi.neg_apply] at h3
  rw [hc] at h3
  linear_combination h3
```

Without invertibility, contacts on equal sublattices need not block transport: a three-site chain with two equal nonzero hoppings, contacted at its ends, has a zero-energy state and $T(0)=1$ for every $\gamma>0$.

## A closed molecule: `hherm`

Hermiticity means that the molecule itself neither loses nor gains electrons. It gives $g_{ba}=\overline{g_{ab}}$, so $\tfrac{\gamma^2}{4}g_{ab}g_{ba}=y^2$.

```lean
/-- For Hermitian `H`, the product `(H⁻¹)_ab (H⁻¹)_ba`, times `γ²/4`, is the square of the contact
strength. -/
theorem round_trip (hherm : H.IsHermitian) :
    (γ : ℂ) ^ 2 / 4 * (H⁻¹ a b * H⁻¹ b a) = ((contactStrength H γ a b ^ 2 : ℝ) : ℂ) := by
  rw [← hherm.inv.apply b a, Complex.star_def, Complex.mul_conj, Complex.normSq_eq_norm_sq,
    contactStrength]
  push_cast
  ring
```

For $w=0$ the Dyson equation reads $v_a=\tfrac{i\gamma}{2}g_{ab}v_b$ and $v_b=\tfrac{i\gamma}{2}g_{ba}v_a$. Hence $(1+y^2)v_a=0$, so $v_a=v_b=0$ and then $v=0$. The Green function therefore exists at $E=0$. In Lean, `linear_combination` performs the elimination.

```lean
/-- For a Hermitian invertible `H` that couples only opposite sublattices, the Green function
of the contacted molecule exists at `E = 0`. -/
theorem device_isUnit (hherm : H.IsHermitian) (hH : IsUnit H.det) (hs : OppositeOnly s H) :
    IsUnit (device H γ a b 0).det := by
  rw [isUnit_iff_ne_zero]
  intro hdet
  obtain ⟨v, hv0, hv⟩ := Matrix.exists_mulVec_eq_zero_iff.mpr hdet
  have hd := dyson hH hv
  simp only [Matrix.mulVec_zero, Pi.zero_apply, neg_zero, zero_add] at hd
  have ha := hd a
  have hb := hd b
  rw [inverse_oppositeOnly hH hs a a rfl] at ha
  rw [inverse_oppositeOnly hH hs b b rfl] at hb
  -- a zero mode would have to vanish on both contacts
  have hmul : v a * ((1 + contactStrength H γ a b ^ 2 : ℝ) : ℂ) = 0 := by
    rw [Complex.ofReal_add, Complex.ofReal_one]
    linear_combination ha + Complex.I * γ / 2 * H⁻¹ a b * hb
      - v a * round_trip (γ := γ) (a := a) (b := b) hherm
      + (γ : ℂ) ^ 2 / 4 * (H⁻¹ a b * H⁻¹ b a) * v a * Complex.I_sq
  have hne : ((1 + contactStrength H γ a b ^ 2 : ℝ) : ℂ) ≠ 0 :=
    Complex.ofReal_ne_zero.mpr (by positivity)
  have hva : v a = 0 := (mul_eq_zero.mp hmul).resolve_right hne
  have hvb : v b = 0 := by
    rw [hva] at hb
    simpa using hb
  apply hv0
  funext i
  rw [hd i, hva, hvb]
  simp
```

For $w$ the unit vector at $b$, $v_k=G_{kb}$. Now $v_a=-g_{ab}+\tfrac{i\gamma}{2}g_{ab}v_b$, with $v_b$ as before, so $G_{ab}=-g_{ab}/(1+y^2)$.

```lean
/-- For a Hermitian invertible `H` that couples only opposite sublattices, the Green function
between the contacts at `E = 0` is `-(H⁻¹)_ab / (1 + y²)`. -/
theorem green_contacts (hherm : H.IsHermitian) (hH : IsUnit H.det) (hs : OppositeOnly s H) :
    green H γ a b 0 a b = -H⁻¹ a b / ((1 + contactStrength H γ a b ^ 2 : ℝ) : ℂ) := by
  have hcol : device H γ a b 0 *ᵥ (fun k => green H γ a b 0 k b)
      = fun k => (1 : Matrix n n ℂ) k b := by
    ext k
    change (device H γ a b 0 * green H γ a b 0) k b = _
    rw [green, Matrix.mul_nonsing_inv _ (device_isUnit hherm hH hs)]
  have hg : ∀ i, (H⁻¹ *ᵥ fun k => (1 : Matrix n n ℂ) k b) i = H⁻¹ i b := by
    intro i
    change (H⁻¹ * (1 : Matrix n n ℂ)) i b = _
    rw [mul_one]
  have hd := dyson hH hcol
  simp only [hg] at hd
  have ha := hd a
  have hb := hd b
  rw [inverse_oppositeOnly hH hs a a rfl] at ha
  rw [inverse_oppositeOnly hH hs b b rfl] at hb
  have hne : ((1 + contactStrength H γ a b ^ 2 : ℝ) : ℂ) ≠ 0 :=
    Complex.ofReal_ne_zero.mpr (by positivity)
  -- eliminate the Green function at the site `b`
  rw [eq_div_iff hne, Complex.ofReal_add, Complex.ofReal_one]
  linear_combination ha + Complex.I * γ / 2 * H⁻¹ a b * hb
    - green H γ a b 0 a b * round_trip (γ := γ) (a := a) (b := b) hherm
    + (γ : ℂ) ^ 2 / 4 * (H⁻¹ a b * H⁻¹ b a) * green H γ a b 0 a b * Complex.I_sq
```

Taking the squared modulus and using $\gamma^2|g_{ab}|^2=4y^2$ gives the transmission.

```lean
/-- For a Hermitian invertible `H` that couples only opposite sublattices, the transmission at
`E = 0` is `4y² / (1 + y²)²`, with `y` the contact strength. -/
theorem transmission_eq (hherm : H.IsHermitian) (hH : IsUnit H.det) (hs : OppositeOnly s H) :
    transmission H γ a b 0
      = 4 * contactStrength H γ a b ^ 2 / (1 + contactStrength H γ a b ^ 2) ^ 2 := by
  have hpos : 0 ≤ 1 + contactStrength H γ a b ^ 2 := by positivity
  have h : γ ^ 2 * ‖H⁻¹ a b‖ ^ 2 = 4 * contactStrength H γ a b ^ 2 := by
    unfold contactStrength
    ring
  rw [transmission, green_contacts hherm hH hs, norm_div, norm_neg, Complex.norm_real,
    Real.norm_of_nonneg hpos, div_pow, ← mul_div_assoc, h]
```

Without Hermiticity $G$ may not exist: for $H_{01}=1$, $H_{10}=-1$ and $\gamma=2$, the matrix $-H-\Sigma$ is singular.

## Contacts on one sublattice: `hab`

If $a$ and $b$ have the same colour, $g_{ab}=0$ and $T(0)=0$. In a non-interacting nearest-neighbour model of benzene, this is the destructive interference between meta positions.

```lean
/-- For a Hermitian invertible `H` that couples only opposite sublattices, two contacts on the
same sublattice have zero transmission at `E = 0`. -/
theorem transmission_same_sublattice (hherm : H.IsHermitian) (hH : IsUnit H.det)
    (hs : OppositeOnly s H) (hab : s a = s b) : transmission H γ a b 0 = 0 := by
  rw [transmission_eq hherm hH hs, contactStrength, inverse_oppositeOnly hH hs a b hab]
  simp
```

On opposite sublattices $g_{ab}$ may still vanish, and then $T(0)=0$ as well.

## Contacts that drain: `hγ`

Positive $\gamma$ means that electrons escape into the leads. It makes $y\ge0$. Since $(1+y^2)^2-4y^2=(1-y^2)^2$, $T(0)\le1$, with equality only at $y=1$. A negative $\gamma$ could reach $T(0)=1$ at $y=-1$.

```lean
/-- For a Hermitian invertible `H` that couples only opposite sublattices and `γ > 0`, the
transmission at `E = 0` is at most one, and equals one exactly at contact strength `y = 1`. -/
theorem transmission_le_one (hherm : H.IsHermitian) (hH : IsUnit H.det)
    (hs : OppositeOnly s H) (hγ : 0 < γ) :
    transmission H γ a b 0 ≤ 1 ∧
      (transmission H γ a b 0 = 1 ↔ contactStrength H γ a b = 1) := by
  have hy : 0 ≤ contactStrength H γ a b := by
    unfold contactStrength
    positivity
  rw [transmission_eq hherm hH hs]
  generalize contactStrength H γ a b = y at hy ⊢
  have hpos : 0 < (1 + y ^ 2) ^ 2 := by positivity
  refine ⟨?_, ?_, ?_⟩
  · rw [div_le_one hpos]
    nlinarith [sq_nonneg (y ^ 2 - 1)]
  · intro h
    rw [div_eq_iff hpos.ne'] at h
    have h0 : (y ^ 2 - 1) ^ 2 = 0 := by linear_combination -h
    have h1 : y ^ 2 - 1 = 0 := pow_eq_zero_iff two_ne_zero |>.mp h0
    have h2 : (y - 1) * (y + 1) = 0 := by linear_combination h1
    rcases mul_eq_zero.mp h2 with h3 | h3 <;> linarith
  · intro h
    rw [h]
    norm_num
```

## Contacts already strong: `h1`

Let $1\le y_1<y_2$ belong to $\gamma_1<\gamma_2$. Then

$$y_1(1+y_2^2)-y_2(1+y_1^2)=(y_2-y_1)(y_1y_2-1)>0,$$

so $y/(1+y^2)$ falls, and so does its square. The proof has these steps as `hxy`, `hpq` and `hsq`. Below $y=1$ the transmission can instead rise with $\gamma$.

```lean
/-- For a Hermitian invertible `H` that couples only opposite sublattices, once the contact
strength has reached one, any stronger contacts lower the transmission at `E = 0`. -/
theorem stronger_contacts_reduce (hherm : H.IsHermitian) (hH : IsUnit H.det)
    (hs : OppositeOnly s H) {γ₁ γ₂ : ℝ} (h1 : 1 ≤ contactStrength H γ₁ a b) (h12 : γ₁ < γ₂) :
    transmission H γ₂ a b 0 < transmission H γ₁ a b 0 := by
  have hN : 0 < ‖H⁻¹ a b‖ := by
    rcases (norm_nonneg (H⁻¹ a b)).eq_or_lt with h0 | h0
    · rw [contactStrength, ← h0] at h1
      norm_num at h1
    · exact h0
  have hlt : contactStrength H γ₁ a b < contactStrength H γ₂ a b := by
    unfold contactStrength
    have := mul_lt_mul_of_pos_right h12 hN
    linarith
  rw [transmission_eq hherm hH hs, transmission_eq hherm hH hs]
  generalize contactStrength H γ₁ a b = x at h1 hlt ⊢
  generalize contactStrength H γ₂ a b = y at hlt ⊢
  have hxy : 0 < x * y - 1 := by nlinarith
  have hpq : y * (1 + x ^ 2) < x * (1 + y ^ 2) := by
    nlinarith [mul_pos (sub_pos.mpr hlt) hxy]
  have hy : 0 ≤ y := by linarith
  have hp : 0 ≤ y * (1 + x ^ 2) := by positivity
  have hsq := pow_lt_pow_left₀ hpq hp two_ne_zero
  rw [div_lt_div_iff₀ (by positivity) (by positivity)]
  nlinarith [hsq]
```

The same elimination handles unequal broadenings $\gamma_a,\gamma_b>0$ at distinct sites: $\gamma_a\gamma_b|G_{ab}|^2$ obeys the same formula with $y=\sqrt{\gamma_a\gamma_b}\,|g_{ab}|/2$. This extension and the counter-examples above are worked by hand and have no theorem in the file.

## Two sites that meet the hypotheses

A dimer with real hopping $t\neq0$ satisfies `hherm`, `hH` and `hs`, and has $g_{01}=1/t$. For $\gamma>0$ its contact strength is $y=\gamma/(2|t|)$, so its zero-energy transmission peaks at $\gamma=2|t|$.

```lean
/-- The two-site molecule with real hopping `t ≠ 0` is Hermitian, invertible and couples only
opposite sublattices, and its inverse connects the two sites with amplitude `1/t`. -/
theorem dimer_witness {t : ℝ} (ht : t ≠ 0) :
    (!![0, (t : ℂ); (t : ℂ), 0]).IsHermitian ∧
      IsUnit (!![0, (t : ℂ); (t : ℂ), 0]).det ∧
      OppositeOnly ![true, false] !![0, (t : ℂ); (t : ℂ), 0] ∧
      (!![0, (t : ℂ); (t : ℂ), 0])⁻¹ 0 1 = (t : ℂ)⁻¹ := by
  have htc : (t : ℂ) ≠ 0 := Complex.ofReal_ne_zero.mpr ht
  refine ⟨?_, ?_, ?_, ?_⟩
  · refine Matrix.IsHermitian.ext fun i j => ?_
    fin_cases i <;> fin_cases j <;> simp
  · rw [isUnit_iff_ne_zero, Matrix.det_fin_two]
    simp [ht]
  · intro i j h
    fin_cases i <;> fin_cases j <;> simp at h ⊢
  · have hinv : !![0, (t : ℂ); (t : ℂ), 0] * !![0, (t : ℂ)⁻¹; (t : ℂ)⁻¹, 0] = 1 := by
      ext i j
      fin_cases i <;> fin_cases j <;> simp [Matrix.mul_apply, Fin.sum_univ_succ, htc]
    rw [Matrix.inv_eq_right_inv hinv]
    simp

end

end BallisticMolecularContacts
```

```lean
#print axioms BallisticMolecularContacts.transmission_same_sublattice
#print axioms BallisticMolecularContacts.transmission_le_one
#print axioms BallisticMolecularContacts.stronger_contacts_reduce
```

```
'BallisticMolecularContacts.transmission_same_sublattice' depends on axioms: [propext, Classical.choice, Quot.sound]
'BallisticMolecularContacts.transmission_le_one' depends on axioms: [propext, Classical.choice, Quot.sound]
'BallisticMolecularContacts.stronger_contacts_reduce' depends on axioms: [propext, Classical.choice, Quot.sound]
```
